# For a fixed positive penalty a‖p‖², nonnegative DEER inversion has one solution, and it is stable

Q: Two people fit the same trace from DEER (double electron–electron resonance) and report different distributions of the distance between spin labels. Or one person measures twice, and slightly different noise gives a very different distribution. Dipolar kernels are badly conditioned, and with more distance bins than time points they also have a null space, so both can happen in a bare least-squares fit. What does a theorem about matrices say against that?

A: It excludes the first and bounds the second, provided both fits are exact minimizations with the same discretised linear model and the same regularization parameter $a>0$. Let $s$ be the trace, $p$ the distribution with one entry per distance bin, and $K$ the kernel matrix. Among all $p$ with nonnegative entries, exactly one minimizes
$$J_s(p)=\|Kp-s\|^2+a\|p\|^2 .$$
If the trace changes by a vector of norm $\delta$, the minimizer changes by a vector of norm at most $\delta/(2\sqrt a)$.

Q: Where is the dipolar physics in the formal version?

A: Only in the choice of $K$. The types `m` and `n` are finite sets that label time points and distance bins.

In Lean 4 with Mathlib:

```lean
import Mathlib

open Matrix
open scoped InnerProductSpace

namespace DeerNonnegativeInversion

noncomputable section

variable {m n : Type*} [Fintype m] [Fintype n]
```

The map `signal K` is $p\mapsto Kp$ for an arbitrary real matrix, so a discretised dipolar kernel is one instance.

```lean
/-- The time trace `K p` produced by a distance distribution `p` through the kernel matrix `K`. -/
def signal (K : Matrix m n ℝ) : EuclideanSpace ℝ n →ₗ[ℝ] EuclideanSpace ℝ m where
  toFun p := WithLp.toLp 2 (K *ᵥ p.ofLp)
  map_add' p q := by ext i; simp [Matrix.mulVec_add]
  map_smul' c p := by ext i; simp [Matrix.mulVec_smul]
```

Traces and distributions live in `EuclideanSpace`, so every norm is the root of a plain sum of squares, with no bin-width weights. The function `cost` is $J_s$.

```lean
/-- The regularized cost: squared misfit to the trace `s` plus `a` times the squared norm of `p`. -/
def cost (K : Matrix m n ℝ) (a : ℝ) (s : EuclideanSpace ℝ m) (p : EuclideanSpace ℝ n) : ℝ :=
  ‖signal K p - s‖ ^ 2 + a * ‖p‖ ^ 2
```

Q: And "inversion" means whatever a solver returns?

A: No, it means an exact constrained minimizer. `IsInversion K a s p` says that $p$ is nonnegative in every bin and that no nonnegative $q$ costs less. It doesn't require $p$ to sum to one. Background and modulation depth must already be fixed in $K$ or removed from $s$.

```lean
/-- `p` is an inversion of the trace `s`: it is nonnegative in every distance bin and has the
least cost among all such distributions. -/
def IsInversion (K : Matrix m n ℝ) (a : ℝ) (s : EuclideanSpace ℝ m)
    (p : EuclideanSpace ℝ n) : Prop :=
  (∀ i, 0 ≤ p i) ∧ ∀ q : EuclideanSpace ℝ n, (∀ i, 0 ≤ q i) → cost K a s p ≤ cost K a s q
```

Q: Then show me the argument. With a constraint, I can't just set the gradient to zero.

A: Start from an exact expansion. For a change $d$,
$$J_s(p+d)=J_s(p)+2L+B,$$
$$L=\langle Kp-s,Kd\rangle+a\langle p,d\rangle,\qquad B=\|Kd\|^2+a\|d\|^2 .$$
The proof splits $K(p+d)-s$ into $(Kp-s)+Kd$ and expands both squared norms.

```lean
/-- Exact expansion of the cost when the distribution changes from `p` to `p + d`. -/
theorem cost_add (K : Matrix m n ℝ) (a : ℝ) (s : EuclideanSpace ℝ m)
    (p d : EuclideanSpace ℝ n) :
    cost K a s (p + d) = cost K a s p
      + 2 * (⟪signal K p - s, signal K d⟫_ℝ + a * ⟪p, d⟫_ℝ)
      + (‖signal K d‖ ^ 2 + a * ‖d‖ ^ 2) := by
  have h : signal K (p + d) - s = (signal K p - s) + signal K d := by
    rw [map_add]; abel
  unfold cost
  rw [h, norm_add_sq_real, norm_add_sq_real]
  ring
```

Now let $p$ be an inversion, $q$ any nonnegative distribution, and $d=q-p$. For a step length $0\le t\le1$, the point $p+td=(1-t)p+tq$ is still nonnegative, so minimality gives $0\le t(2L+tB)$. Suppose $L<0$. Take $t=-L/(B-L)$, which lies in $(0,1]$ because $B\ge0$. Then $tB=-L+tL$, so $2L+tB=L+tL<0$, a contradiction. Hence $L\ge0$: the cost does not fall to first order towards any admissible $q$. This replaces the zero gradient.

```lean
/-- At an inversion `p`, the cost does not decrease to first order towards any nonnegative
distribution `q`. -/
theorem variational {K : Matrix m n ℝ} {a : ℝ} (ha : 0 < a) {s : EuclideanSpace ℝ m}
    {p q : EuclideanSpace ℝ n} (hp : IsInversion K a s p) (hq : ∀ i, 0 ≤ q i) :
    0 ≤ ⟪signal K p - s, signal K (q - p)⟫_ℝ + a * ⟪p, q - p⟫_ℝ := by
  by_contra hneg
  have hL := lt_of_not_ge hneg
  -- by minimality, moving a fraction t of the way towards q does not lower the cost
  have step : ∀ t : ℝ, 0 ≤ t → t ≤ 1 →
      0 ≤ t * (2 * (⟪signal K p - s, signal K (q - p)⟫_ℝ + a * ⟪p, q - p⟫_ℝ)
        + t * (‖signal K (q - p)‖ ^ 2 + a * ‖q - p‖ ^ 2)) := by
    intro t h0 h1
    have hmin := hp.2 (p + t • (q - p)) (by
      intro i
      change 0 ≤ p i + t * (q i - p i)
      nlinarith [mul_nonneg h0 (hq i), mul_nonneg (sub_nonneg.2 h1) (hp.1 i)])
    rw [cost_add] at hmin
    simp only [map_smul, real_inner_smul_right, norm_smul, mul_pow, Real.norm_eq_abs,
      sq_abs] at hmin
    linarith
  have hB : 0 ≤ ‖signal K (q - p)‖ ^ 2 + a * ‖q - p‖ ^ 2 := by positivity
  generalize ⟪signal K p - s, signal K (q - p)⟫_ℝ + a * ⟪p, q - p⟫_ℝ = L at hL step
  generalize ‖signal K (q - p)‖ ^ 2 + a * ‖q - p‖ ^ 2 = B at hB step
  have hBL : 0 < B - L := by linarith
  have ht : 0 < -L / (B - L) := div_pos (by linarith) hBL
  have ht1 : -L / (B - L) ≤ 1 := by rw [div_le_one hBL]; linarith
  have hmul : -L / (B - L) * (B - L) = -L := div_mul_cancel₀ _ hBL.ne'
  have hs := step _ ht.le ht1
  generalize -L / (B - L) = t at ht hmul hs
  have htL : t * L < 0 := mul_neg_of_pos_of_neg ht hL
  have hlast : t * (2 * L + t * B) < 0 := mul_neg_of_pos_of_neg ht (by linarith)
  linarith
```

In the code, `step` is the minimality inequality, and the first two `generalize` lines name $L$ and $B$ before the explicit $t$ is inserted. The third gives that $t$ its name.

Q: What does $L\ge0$ buy?

A: Put it back into the expansion with $d=q-p$ and discard $\|Kd\|^2\ge0$:
$$J_s(q)\ge J_s(p)+a\|q-p\|^2 .$$
A second minimizer $q$ would have the same cost, so $\|q-p\|=0$. That is uniqueness.

```lean
/-- The cost of any nonnegative distribution `q` is at least the cost of the inversion `p` plus `a`
times their squared distance. -/
theorem quadratic_growth {K : Matrix m n ℝ} {a : ℝ} (ha : 0 < a) {s : EuclideanSpace ℝ m}
    {p q : EuclideanSpace ℝ n} (hp : IsInversion K a s p) (hq : ∀ i, 0 ≤ q i) :
    cost K a s p + a * ‖q - p‖ ^ 2 ≤ cost K a s q := by
  have h := variational ha hp hq
  have e := cost_add K a s p (q - p)
  rw [add_sub_cancel] at e
  linarith [sq_nonneg ‖signal K (q - p)‖]
```

Q: You have assumed that a minimizer exists.

A: It does, by compactness. The nonnegative distributions with $\|p\|\le\|s\|/\sqrt a$ form a compact set containing $0$, and the continuous cost has a minimizer $p$ there. Any $q$ outside the ball has
$$J_s(q)\ge a\|q\|^2>\|s\|^2=J_s(0)\ge J_s(p),$$
so $p$ is also the minimizer over all nonnegative distributions. The `by_cases` line separates the inside of the ball from the outside.

```lean
/-- For `a > 0`, every trace has an inversion. -/
theorem exists_inversion (K : Matrix m n ℝ) {a : ℝ} (ha : 0 < a) (s : EuclideanSpace ℝ m) :
    ∃ p, IsInversion K a s p := by
  have hK : Continuous (signal K) := LinearMap.continuous_of_finiteDimensional _
  have hc : Continuous (cost K a s) :=
    ((hK.sub continuous_const).norm.pow 2).add (continuous_const.mul (continuous_norm.pow 2))
  have hcl : IsClosed {p : EuclideanSpace ℝ n | ∀ i, 0 ≤ p i} := by
    simp only [Set.ofPred_forall]
    exact isClosed_iInter fun i => isClosed_le continuous_const (by fun_prop)
  have hr : 0 < √a := Real.sqrt_pos.2 ha
  have h0 : (0 : EuclideanSpace ℝ n) ∈
      Metric.closedBall 0 (‖s‖ / √a) ∩ {p : EuclideanSpace ℝ n | ∀ i, 0 ≤ p i} :=
    ⟨Metric.mem_closedBall_self (by positivity), fun i => le_refl (0 : ℝ)⟩
  obtain ⟨p, hp, hmin⟩ :=
    ((isCompact_closedBall (0 : EuclideanSpace ℝ n) (‖s‖ / √a)).inter_right hcl).exists_isMinOn
      ⟨0, h0⟩ hc.continuousOn
  refine ⟨p, hp.2, fun q hq => ?_⟩
  by_cases hb : ‖q‖ ≤ ‖s‖ / √a
  · exact hmin ⟨mem_closedBall_zero_iff.2 hb, hq⟩
  · -- outside the ball the penalty alone exceeds the cost of p = 0
    have h1 : cost K a s p ≤ cost K a s 0 := hmin h0
    have h2 : cost K a s 0 = ‖s‖ ^ 2 := by simp [cost]
    have h3 := (div_lt_iff₀ hr).1 (lt_of_not_ge hb)
    have h4 := pow_le_pow_left₀ (norm_nonneg s) h3.le 2
    rw [mul_pow, Real.sq_sqrt ha.le] at h4
    have h5 : cost K a s q = ‖signal K q - s‖ ^ 2 + a * ‖q‖ ^ 2 := rfl
    linarith [sq_nonneg ‖signal K q - s‖]
```

Q: And the noise?

A: From here on $t$ is a second trace, with inversion $q$, while $p$ belongs to $s$. Write the inequality $L\ge0$ for $p$ towards $q$ and for $q$ towards $p$, and add them:
$$a\|p-q\|^2\le\langle s-t,K(p-q)\rangle-\|K(p-q)\|^2 .$$
With $u=\|K(p-q)\|$ and $\delta=\|s-t\|$, Cauchy–Schwarz bounds the right side by
$$\delta u-u^2=\tfrac{\delta^2}{4}-\left(u-\tfrac{\delta}{2}\right)^2\le\tfrac{\delta^2}{4}.$$
Taking roots gives $\|p-q\|\le\delta/(2\sqrt a)$. In the code, `e` is the sum, `cs` is Cauchy–Schwarz, and the square is the hint given to `nlinarith`.

```lean
/-- Inversions of two traces differ in norm by at most the difference of the traces
divided by `2 √a`. -/
theorem stability {K : Matrix m n ℝ} {a : ℝ} (ha : 0 < a) {s t : EuclideanSpace ℝ m}
    {p q : EuclideanSpace ℝ n} (hp : IsInversion K a s p) (hq : IsInversion K a t q) :
    ‖p - q‖ ≤ ‖s - t‖ / (2 * √a) := by
  have h1 := variational ha hp hq.1
  have h2 := variational ha hq hp.1
  -- in the sum of the two expressions, the traces enter only through their difference
  have e : (⟪signal K p - s, signal K (q - p)⟫_ℝ + a * ⟪p, q - p⟫_ℝ)
      + (⟪signal K q - t, signal K (p - q)⟫_ℝ + a * ⟪q, p - q⟫_ℝ)
      = ⟪s - t, signal K (p - q)⟫_ℝ - ‖signal K (p - q)‖ ^ 2 - a * ‖p - q‖ ^ 2 := by
    simp only [← real_inner_self_eq_norm_sq, map_sub, inner_sub_left, inner_sub_right]
    ring
  have cs := real_inner_le_norm (s - t) (signal K (p - q))
  have hsq : a * ‖p - q‖ ^ 2 ≤ ‖s - t‖ ^ 2 / 4 := by
    nlinarith [sq_nonneg (‖signal K (p - q)‖ - ‖s - t‖ / 2)]
  have hr : 0 < √a := Real.sqrt_pos.2 ha
  rw [le_div_iff₀ (by positivity)]
  refine le_of_abs_le (abs_le_of_sq_le_sq ?_ (norm_nonneg _))
  rw [mul_pow, mul_pow, Real.sq_sqrt ha.le]
  linarith
```

The main theorem collects this into a map `P` from traces to distributions: `p` is an inversion of `s` exactly when `p = P s`, and `P` obeys the bound.

```lean
/-- Regularized DEER inversion is well posed: each trace `s` has exactly one inversion `P s`,
and `P` is Lipschitz with constant `1 / (2 √a)`. -/
theorem deer_inversion_well_posed (K : Matrix m n ℝ) {a : ℝ} (ha : 0 < a) :
    ∃ P : EuclideanSpace ℝ m → EuclideanSpace ℝ n,
      (∀ s p, IsInversion K a s p ↔ p = P s) ∧
      ∀ s t, ‖P s - P t‖ ≤ ‖s - t‖ / (2 * √a) := by
  choose P hP using fun s => exists_inversion K ha s
  refine ⟨P, fun s p => ⟨fun hp => ?_, fun h => h ▸ hP s⟩, fun s t => stability ha (hP s) (hP t)⟩
  -- two minimizers have equal cost, so quadratic growth forces them together
  have h1 := quadratic_growth ha hp (hP s).1
  have h2 := (hP s).2 p hp.1
  have h3 : ‖P s - p‖ ^ 2 = 0 := by
    nlinarith [sq_nonneg ‖P s - p‖]
  exact (sub_eq_zero.1 (norm_eq_zero.1 (pow_eq_zero_iff two_ne_zero |>.1 h3))).symm
```

Q: Is the factor $1/2$ real, or left over from the estimate?

A: It is attained. Take one time point, one bin and $K=\sqrt a$. With $y=\sqrt a\,p$ and signal $x\ge0$,
$$J_x(p)=(y-x)^2+y^2=2\left(y-\tfrac{x}{2}\right)^2+\tfrac{x^2}{2},$$
so the minimizer is $p=x/(2\sqrt a)$. Two signals $\sigma,\tau\ge0$ then give equality in the bound. No smaller constant works for all kernels at a given $a$, though a particular kernel may do better.

```lean
/-- The vector with the single component `x`. -/
def oneBin (x : ℝ) : EuclideanSpace ℝ (Fin 1) := WithLp.toLp 2 fun _ => x

/-- For one time point, one distance bin and kernel `√a`, a signal `σ ≥ 0` has the inversion
`σ / (2 √a)`, and the stability bound holds with equality. -/
theorem stability_sharp {a σ τ : ℝ} (ha : 0 < a) (hσ : 0 ≤ σ) (hτ : 0 ≤ τ) :
    IsInversion !![√a] a (oneBin σ) (oneBin (σ / (2 * √a))) ∧
    IsInversion !![√a] a (oneBin τ) (oneBin (τ / (2 * √a))) ∧
    ‖oneBin (σ / (2 * √a)) - oneBin (τ / (2 * √a))‖ = ‖oneBin σ - oneBin τ‖ / (2 * √a) := by
  have hr : 0 < √a := Real.sqrt_pos.2 ha
  have hn : ∀ v : EuclideanSpace ℝ (Fin 1), ‖v‖ = |v 0| := by
    intro v
    rw [EuclideanSpace.norm_eq, Fin.sum_univ_one, Real.norm_eq_abs, sq_abs,
      Real.sqrt_sq_eq_abs]
  have hc : ∀ (x : ℝ) (v : EuclideanSpace ℝ (Fin 1)),
      cost !![√a] a (oneBin x) v = (√a * v 0 - x) ^ 2 + (√a * v 0) ^ 2 := by
    intro x v
    have h : (signal !![√a] v - oneBin x) 0 = √a * v 0 - x := by
      change (∑ i : Fin 1, (!![√a] : Matrix (Fin 1) (Fin 1) ℝ) 0 i * v i) - x = _
      rw [Fin.sum_univ_one]
      rfl
    unfold cost
    rw [hn, hn, sq_abs, sq_abs, h, mul_pow, Real.sq_sqrt ha.le]
  have key : ∀ x : ℝ, 0 ≤ x → IsInversion !![√a] a (oneBin x) (oneBin (x / (2 * √a))) := by
    intro x hx
    refine ⟨fun i => ?_, fun q _ => ?_⟩
    · change 0 ≤ x / (2 * √a)
      positivity
    · have e : √a * (oneBin (x / (2 * √a))) 0 = x / 2 := by
        change √a * (x / (2 * √a)) = x / 2
        field_simp
      rw [hc, hc, e]
      nlinarith [sq_nonneg (√a * q 0 - x / 2)]
  refine ⟨key σ hσ, key τ hτ, ?_⟩
  rw [hn, hn]
  change |σ / (2 * √a) - τ / (2 * √a)| = |σ - τ| / (2 * √a)
  rw [← sub_div, abs_div, abs_of_pos (show 0 < 2 * √a by positivity)]

end

end DeerNonnegativeInversion
```

In the proof, `hc` computes this one-bin cost and `key` finds the minimizer.

```lean
#print axioms DeerNonnegativeInversion.deer_inversion_well_posed
#print axioms DeerNonnegativeInversion.stability_sharp
```

```
'DeerNonnegativeInversion.deer_inversion_well_posed' depends on axioms: [propext, Classical.choice, Quot.sound]
'DeerNonnegativeInversion.stability_sharp' depends on axioms: [propext, Classical.choice, Quot.sound]
```

Q: What if I set $a=0$ and trust the nonnegativity?

A: Take one time point, two bins, $K=(1\;\;1)$ and $s=1$. Both $(1,0)$ and $(0,1)$ fit perfectly, so uniqueness fails. With one bin and $K=\varepsilon>0$, the solution $s/\varepsilon$ for $s\ge0$ is unique but amplifies noise by $1/\varepsilon$, which has no bound common to all kernels.

Q: Many DEER fits penalize roughness, not size.

A: Then the penalty is $a\|Dp\|^2$, with $D$ a second-difference matrix. The same calculation by hand, which the file does not contain, bounds $\|D(p-q)\|$ by $\delta/(2\sqrt a)$. That bound alone says nothing about the part of $p-q$ in the null space of $D$. Uniqueness is then no longer automatic for every $K$ and $D$; it suffices that no nonzero vector is annihilated by both.

Q: So does a stable answer mean a correct one?

A: No. The bound compares two fits, not a fit with the true distribution, and a large $a$ gives very stable, heavily biased results. It also takes the same $a$ for both traces, so it doesn't cover a procedure that selects $a$ anew from each data set.
